# The Slater determinant of linearly independent orbitals is not identically zero

Take N particles and N complex-valued orbitals on an arbitrary set X of one-particle positions, with N finite. The lemma says that if the orbitals are linearly independent as functions, there is a configuration x₁, …, x_N at which the determinant of the matrix φⱼ(xᵢ) is not zero. The orbitals need not be orthogonal or normalised, and the determinant is taken without the usual factor 1/√N!, which would not affect whether it vanishes. The attempt first shows that the vectors of orbital values (φ₁(p), …, φ_N(p)), with p running over X, span ℂᴺ, since otherwise a nonzero linear functional would vanish on all of them and give a linear relation between the orbitals. It then picks N positions whose vectors form a basis, so that the matrix has linearly independent rows and hence a nonzero determinant.

As first written in Lean, the proof fails:

```lean
import Mathlib

open Finset

namespace ExistsSlaterDetNeZero

noncomputable section

variable {N : ℕ} {X : Type*}

/-- The Slater matrix: row `i` belongs to particle `i`, column `j` to orbital `j`. -/
def slaterMatrix (φ : Fin N → X → ℂ) (x : Fin N → X) : Matrix (Fin N) (Fin N) ℂ :=
  Matrix.of fun i j => φ j (x i)

/-- For linearly independent orbitals there is a configuration of the particles at which
the Slater determinant is not zero. -/
theorem exists_slater_det_ne_zero (φ : Fin N → X → ℂ) (h : LinearIndependent ℂ φ) :
    ∃ x : Fin N → X, (slaterMatrix φ x).det ≠ 0 := by
  let v : X → (Fin N → ℂ) := fun p j => φ j p
  -- a functional vanishing on all orbital-value vectors would be a linear relation
  have hspan : Submodule.span ℂ (Set.range v) = ⊤ := by
    by_contra hne
    obtain ⟨f, hf, hker⟩ :=
      Submodule.exists_le_ker_of_lt_top _ (lt_top_iff_ne_top.mpr hne)
    have hz : ∀ j, f (fun k => if j = k then 1 else 0) = 0 := by
      apply Fintype.linearIndependent_iff.mp h
        (fun j => f (fun k => if j = k then 1 else 0))
      funext p
      have hp : f (v p) = 0 := hker (Submodule.subset_span ⟨p, rfl⟩)
      rw [LinearMap.pi_apply_eq_sum_univ] at hp
      simp only [Finset.sum_apply, Pi.smul_apply, smul_eq_mul, Pi.zero_apply]
      exact (Finset.sum_congr rfl fun j _ => mul_comm _ _).trans hp
    apply hf
    refine LinearMap.ext fun w => ?_
    rw [LinearMap.pi_apply_eq_sum_univ]
    simp only [hz, smul_zero, Finset.sum_const_zero, LinearMap.zero_apply]
  -- choose particle positions whose orbital-value vectors form a basis
  obtain ⟨b, hb, hbs, hli⟩ := exists_linearIndependent ℂ (Set.range v)
  have htop : Submodule.span ℂ (Set.range (Subtype.val : b → (Fin N → ℂ))) = ⊤ := by
    rw [Subtype.range_coe, hbs, hspan]
  let e := (Pi.basisFun ℂ (Fin N)).indexEquiv (Module.Basis.mk hli htop.ge)
  have hmem : ∀ i, ∃ p, v p = (e i : Fin N → ℂ) := fun i => hb (e i).2
  choose x hx using hmem
  refine ⟨x, ?_⟩
  have hrow : LinearIndependent ℂ (slaterMatrix φ x).row := by
    have hcomp := hli.comp e e.injective
    convert hcomp using 1
    funext i
    exact hx i
  have hunit := Matrix.linearIndependent_rows_iff_isUnit.mp hrow
  exact ((Matrix.isUnit_iff_isUnit_det _).mp hunit).ne_zero

end

end ExistsSlaterDetNeZero
```

Messages:

```
Main.lean:45:60: error: unsolved goals
case e'_5
N : ℕ
X : Type u_1
φ : Fin N → X → ℂ
h : LinearIndependent ℂ φ
v : X → Fin N → ℂ := fun p j => φ j p
hspan : Submodule.span ℂ (Set.range v) = ⊤
b : Set (Fin N → ℂ)
hb : b ⊆ Set.range v
hbs : Submodule.span ℂ b = Submodule.span ℂ (Set.range v)
hli : LinearIndependent ℂ Subtype.val
htop : Submodule.span ℂ (Set.range Subtype.val) = ⊤
e : Fin N ≃ { x // x ∈ b } := (Pi.basisFun ℂ (Fin N)).indexEquiv (Module.Basis.mk hli ⋯)
x : Fin N → X
hx : ∀ (i : Fin N), v (x i) = ↑(e i)
hcomp : LinearIndependent ℂ (Subtype.val ∘ ⇑e)
⊢ Complex.instSemiring = DivisionRing.toDivisionSemiring.toSemiring

case e'_6
N : ℕ
X : Type u_1
φ : Fin N → X → ℂ
h : LinearIndependent ℂ φ
v : X → Fin N → ℂ := fun p j => φ j p
hspan : Submodule.span ℂ (Set.range v) = ⊤
b : Set (Fin N → ℂ)
hb : b ⊆ Set.range v
hbs : Submodule.span ℂ b = Submodule.span ℂ (Set.range v)
hli : LinearIndependent ℂ Subtype.val
htop : Submodule.span ℂ (Set.range Subtype.val) = ⊤
e : Fin N ≃ { x // x ∈ b } := (Pi.basisFun ℂ (Fin N)).indexEquiv (Module.Basis.mk hli ⋯)
x : Fin N → X
hx : ∀ (i : Fin N), v (x i) = ↑(e i)
hcomp : LinearIndependent ℂ (Subtype.val ∘ ⇑e)
⊢ Pi.addCommMonoid = Pi.addCommGroup.toAddCommMonoid
```

Diagnosis. The error reports two goals left open at the end of the proof of `hrow`. Both ask for an equality between instances: two semiring structures on ℂ, and two additive monoid structures on the space of vectors.

They come from `convert hcomp using 1`, which matches the goal with `hcomp` argument by argument. The two statements of linear independence differ in the family of vectors, but also in the route by which Lean found these instances. `convert` did not close the instance equalities itself, and the lines after it, `funext i` and `exact hx i`, prove only that the families agree.

The repair proves that equality separately, as `hfun`, and rewrites the goal with it. The family is then the one in `hcomp`, up to unfolding the composition, and `exact hcomp` closes the goal. `exact` accepts a term whose type agrees with the goal by definition, and the two versions of each instance do agree in that sense, so they no longer appear as goals.

Fix (accepted with no message):

```diff
@@ -45,7 +45,8 @@
   have hrow : LinearIndependent ℂ (slaterMatrix φ x).row := by
     have hcomp := hli.comp e e.injective
-    convert hcomp using 1
-    funext i
-    exact hx i
+    have hfun : (slaterMatrix φ x).row = fun i => (e i : Fin N → ℂ) :=
+      funext fun i => hx i
+    rw [hfun]
+    exact hcomp
   have hunit := Matrix.linearIndependent_rows_iff_isUnit.mp hrow
   exact ((Matrix.isUnit_iff_isUnit_det _).mp hunit).ne_zero
```
